# At fixed momentum, the free no-pair projector is $UU^*$ and the no-pair equation has two components

A free Dirac electron with mass $m>0$ and momentum $\mathbf p$ has energy $E=\sqrt{c^2p^2+m^2c^4}$, and in the standard representation, with $\beta$ diagonal, its positive-energy spinors are spanned by the two orthonormal columns of

$$U=\sqrt{\frac{E+mc^2}{2E}}\begin{pmatrix}1\\[2pt] \dfrac{c\,\sigma\cdot p}{E+mc^2}\end{pmatrix}.$$

This $4\times2$ matrix satisfies $U^*U=1$ and $UU^*=(E+c\,\alpha\cdot p+\beta mc^2)/(2E)$. I use this to turn a four-component equation, projected onto positive energies, into a two-component one. Can both identities and the reduction be made rigorous, with a proof that a machine has checked, for any $4\times4$ perturbation $V$ at that momentum?

## Both identities hold, and the reduction is an equivalence

Write $H=c\,\alpha\cdot p+\beta mc^2$ and $\Lambda=(E+H)/(2E)$. For every complex $4\times4$ matrix $V$ and every complex number $\varepsilon$,

$$\Lambda\psi=\psi,\quad \Lambda(H+V)\Lambda\psi=\varepsilon\psi
\quad\Longleftrightarrow\quad
\psi=U\varphi\ \text{ for some }\varphi\text{ with }(E+U^*VU)\varphi=\varepsilon\varphi .$$

The condition $\Lambda\psi=\psi$ is the no-pair assumption: the electron is kept out of the negative-energy states of the free Hamiltonian $H$, whose admixture represents virtual electron–positron pairs in the free-particle picture. This is the one-electron, single-momentum algebra behind no-pair Hamiltonians with free-particle projectors in relativistic electronic structure.

## Three coefficients settle the algebra

Abbreviate $M=mc^2$, $a=\sqrt{(E+M)/(2E)}$ and $r=c/(E+M)$, so that $U$ has the blocks $a$ and $a r\,\sigma\cdot p$. Since $E^2-M^2=c^2p^2$,

$$a^2=\frac{E+M}{2E},\qquad a^2r=\frac{c}{2E},\qquad
a^2r^2p^2=\frac{c^2p^2}{2E(E+M)}=\frac{E-M}{2E}.$$

The Pauli matrices obey $\sigma_i\sigma_j=\delta_{ij}+i\sum_k\epsilon_{ijk}\sigma_k$. Contracting with $p_iq_j$ gives

$$(\sigma\cdot p)(\sigma\cdot q)=p\cdot q+i\,\sigma\cdot(p\times q),$$

and hence $(\sigma\cdot p)^2=p^2$. As $\sigma\cdot p$ is Hermitian and $a,r$ are real, the overlap of the maps at two momenta is

$$U(p)^*U(q)=a_pa_q\left[1+r_pr_q\bigl(p\cdot q+i\,\sigma\cdot(p\times q)\bigr)\right].$$

At $q=p$ the cross product vanishes, which leaves

$$U^*U=a^2(1+r^2p^2)=\frac{E+M}{2E}+\frac{E-M}{2E}=1.$$

In the opposite order, the same coefficients fill four blocks:

$$UU^*=a^2\begin{pmatrix}1&r\,\sigma\cdot p\\ r\,\sigma\cdot p&r^2p^2\end{pmatrix}
=\frac1{2E}\begin{pmatrix}E+M&c\,\sigma\cdot p\\ c\,\sigma\cdot p&E-M\end{pmatrix}
=\frac{E+H}{2E}=\Lambda.$$

Solving for the Hamiltonian gives $H=2E\,UU^*-E$, so $HU=2EU-EU=EU$. Therefore $U^*(H+V)U=E+U^*VU$. Call this $2\times2$ matrix $h$. Then

$$\Lambda(H+V)\Lambda=UU^*(H+V)UU^*=UhU^*.$$

Suppose that $\Lambda\psi=\psi$ and $UhU^*\psi=\varepsilon\psi$. Put $\varphi=U^*\psi$. Then $U\varphi=UU^*\psi=\psi$, and multiplying the equation by $U^*$ from the left gives $h\varphi=\varepsilon\varphi$. Conversely, if $\psi=U\varphi$ and $h\varphi=\varepsilon\varphi$, then $\Lambda\psi=UU^*U\varphi=\psi$ and $UhU^*\psi=Uh\varphi=\varepsilon\psi$.

## The Lean file

```lean
import Mathlib

open Matrix

namespace NoPairReduction

noncomputable section

/-- The Pauli contraction `σ·p` of a real 3-vector. -/
def sigmaDot (p : Fin 3 → ℝ) : Matrix (Fin 2) (Fin 2) ℂ :=
  (p 0 : ℂ) • !![0, 1; 1, 0] + (p 1 : ℂ) • !![0, -Complex.I; Complex.I, 0]
    + (p 2 : ℂ) • !![1, 0; 0, -1]

/-- The relativistic energy `E = √(c²p² + m²c⁴)`. -/
def energy (m c : ℝ) (p : Fin 3 → ℝ) : ℝ := √(c ^ 2 * (p ⬝ᵥ p) + m ^ 2 * c ^ 4)

/-- The free Dirac Hamiltonian `c α·p + β mc²` at momentum `p`, in 2+2 block form. -/
def dirac (m c : ℝ) (p : Fin 3 → ℝ) : Matrix (Fin 2 ⊕ Fin 2) (Fin 2 ⊕ Fin 2) ℂ :=
  (c : ℂ) • fromBlocks 0 (sigmaDot p) (sigmaDot p) 0
    + ((m * c ^ 2 : ℝ) : ℂ) • fromBlocks 1 0 0 (-1)

/-- The normalisation `√((E + mc²)/(2E))`, for `m, c > 0`. -/
def amp (m c : ℝ) (p : Fin 3 → ℝ) : ℝ :=
  √((energy m c p + m * c ^ 2) / (2 * energy m c p))

/-- The factor `c/(E + mc²)` between small and large components, for `m, c > 0`. -/
def ratio (m c : ℝ) (p : Fin 3 → ℝ) : ℝ := c / (energy m c p + m * c ^ 2)

/-- The 4×2 matrix `U` with blocks `1` and `c σ·p/(E + mc²)`, normalised, for `m, c > 0`. -/
def spinorMap (m c : ℝ) (p : Fin 3 → ℝ) : Matrix (Fin 2 ⊕ Fin 2) (Fin 2) ℂ :=
  (amp m c p : ℂ) • fromRows 1 ((ratio m c p : ℂ) • sigmaDot p)

/-- The no-pair projector `Λ = (E + c α·p + β mc²)/(2E)`, for `m, c > 0`. -/
def projector (m c : ℝ) (p : Fin 3 → ℝ) : Matrix (Fin 2 ⊕ Fin 2) (Fin 2 ⊕ Fin 2) ℂ :=
  (2 * (energy m c p : ℂ))⁻¹ • ((energy m c p : ℂ) • 1 + dirac m c p)

/-- The two-component Hamiltonian `E + U* V U`, for `m, c > 0`. -/
def reduced (m c : ℝ) (p : Fin 3 → ℝ) (V : Matrix (Fin 2 ⊕ Fin 2) (Fin 2 ⊕ Fin 2) ℂ) :
    Matrix (Fin 2) (Fin 2) ℂ :=
  (energy m c p : ℂ) • 1 + (spinorMap m c p)ᴴ * V * spinorMap m c p

/-- The energy is positive and obeys `E² = c²p² + (mc²)²`. -/
theorem energy_spec {m c : ℝ} (hm : 0 < m) (hc : 0 < c) (p : Fin 3 → ℝ) :
    0 < energy m c p ∧ energy m c p ^ 2 = c ^ 2 * (p ⬝ᵥ p) + (m * c ^ 2) ^ 2 := by
  have hp : 0 ≤ p ⬝ᵥ p := Finset.sum_nonneg fun i _ => mul_self_nonneg (p i)
  have h : 0 < c ^ 2 * (p ⬝ᵥ p) + m ^ 2 * c ^ 4 := by positivity
  refine ⟨Real.sqrt_pos.2 h, ?_⟩
  rw [energy, Real.sq_sqrt h.le]
  ring

/-- The weights of the large-large, large-small and small-small blocks of `U U*`. -/
theorem block_weights {m c : ℝ} (hm : 0 < m) (hc : 0 < c) (p : Fin 3 → ℝ) :
    amp m c p * amp m c p = (energy m c p + m * c ^ 2) / (2 * energy m c p) ∧
    amp m c p * amp m c p * ratio m c p = c / (2 * energy m c p) ∧
    amp m c p * amp m c p * (ratio m c p * ratio m c p * (p ⬝ᵥ p))
      = (energy m c p - m * c ^ 2) / (2 * energy m c p) := by
  obtain ⟨hE, hsq⟩ := energy_spec hm hc p
  have hM : 0 < m * c ^ 2 := by positivity
  have ha : amp m c p * amp m c p = (energy m c p + m * c ^ 2) / (2 * energy m c p) :=
    Real.mul_self_sqrt (by positivity)
  rw [ha, ratio]
  generalize energy m c p = E at *
  generalize m * c ^ 2 = M at *
  have hEM : E + M ≠ 0 := by positivity
  refine ⟨rfl, by field_simp, ?_⟩
  field_simp
  linear_combination -hsq

/-- The Pauli product rule `(σ·p)(σ·q) = p·q + i σ·(p × q)`. -/
theorem sigmaDot_mul (p q : Fin 3 → ℝ) :
    sigmaDot p * sigmaDot q
      = ((p ⬝ᵥ q : ℝ) : ℂ) • 1 + Complex.I • sigmaDot (crossProduct p q) := by
  ext i j
  fin_cases i <;> fin_cases j <;> apply Complex.ext <;>
    simp [sigmaDot, cross_apply, dotProduct, Matrix.mul_apply, Fin.sum_univ_succ] <;> ring

/-- The square of `σ·p` is `p²`. -/
theorem sigmaDot_sq (p : Fin 3 → ℝ) :
    sigmaDot p * sigmaDot p = ((p ⬝ᵥ p : ℝ) : ℂ) • 1 := by
  have h0 : sigmaDot 0 = 0 := by simp [sigmaDot]
  rw [sigmaDot_mul, cross_self, h0, smul_zero, add_zero]

/-- The adjoint `U*` has the blocks of `U` side by side. -/
theorem spinorMap_adjoint (m c : ℝ) (p : Fin 3 → ℝ) :
    (spinorMap m c p)ᴴ
      = (amp m c p : ℂ) • fromCols 1 ((ratio m c p : ℂ) • sigmaDot p) := by
  have h : (sigmaDot p)ᴴ = sigmaDot p := by
    ext i j
    fin_cases i <;> fin_cases j <;> simp [sigmaDot]
  simp [spinorMap, conjTranspose_smul, conjTranspose_fromRows_eq_fromCols_conjTranspose, h]

/-- The overlap `U(p)* U(q)` is a spin-free part with `p·q` plus a spin-dependent part
with `i σ·(p × q)`. -/
theorem spinor_overlap (m c : ℝ) (p q : Fin 3 → ℝ) :
    (spinorMap m c p)ᴴ * spinorMap m c q
      = ((amp m c p : ℂ) * amp m c q) • (1 + ((ratio m c p : ℂ) * ratio m c q) •
          (((p ⬝ᵥ q : ℝ) : ℂ) • 1 + Complex.I • sigmaDot (crossProduct p q))) := by
  rw [← sigmaDot_mul, spinorMap_adjoint, spinorMap]
  simp only [Matrix.smul_mul, Matrix.mul_smul, fromCols_mul_fromRows, Matrix.one_mul]
  module

/-- The map `U` is an isometry: `U* U = 1`. -/
theorem spinorMap_isometry {m c : ℝ} (hm : 0 < m) (hc : 0 < c) (p : Fin 3 → ℝ) :
    (spinorMap m c p)ᴴ * spinorMap m c p = 1 := by
  obtain ⟨h1, -, h3⟩ := block_weights hm hc p
  have hE := (energy_spec hm hc p).1.ne'
  have h : amp m c p * amp m c p * (1 + ratio m c p * ratio m c p * (p ⬝ᵥ p)) = 1 := by
    rw [mul_add, mul_one, h3, h1, ← add_div, div_eq_one_iff_eq (by simpa using hE)]
    ring
  have hC : (amp m c p : ℂ) * amp m c p *
      (1 + (ratio m c p : ℂ) * ratio m c p * ((p ⬝ᵥ p : ℝ) : ℂ)) = 1 := by
    exact_mod_cast h
  rw [spinor_overlap, ← sigmaDot_mul, sigmaDot_sq, smul_smul, ← one_smul ℂ (1 : Matrix _ _ ℂ),
    smul_smul, ← add_smul, smul_smul, mul_one, hC]

/-- The range projector of `U` is the no-pair projector: `U U* = (E + c α·p + β mc²)/(2E)`. -/
theorem spinorMap_mul_adjoint {m c : ℝ} (hm : 0 < m) (hc : 0 < c) (p : Fin 3 → ℝ) :
    spinorMap m c p * (spinorMap m c p)ᴴ = projector m c p := by
  obtain ⟨h1, h2, h3⟩ := block_weights hm hc p
  have k1 := congrArg Complex.ofReal h1
  have k2 := congrArg Complex.ofReal h2
  have k3 := congrArg Complex.ofReal h3
  simp only [Complex.ofReal_mul, Complex.ofReal_div, Complex.ofReal_add, Complex.ofReal_sub,
    Complex.ofReal_pow, Complex.ofReal_ofNat] at k1 k2 k3
  rw [spinorMap_adjoint, spinorMap, projector, dirac, ← fromBlocks_one]
  simp only [Matrix.smul_mul, Matrix.mul_smul, fromRows_mul_fromCols, Matrix.one_mul,
    Matrix.mul_one, sigmaDot_sq, fromBlocks_smul, fromBlocks_add, Complex.ofReal_mul,
    Complex.ofReal_pow]
  -- compare the four blocks
  refine fromBlocks_inj.2 ⟨?_, ?_, ?_, ?_⟩
  · linear_combination (norm := module) k1 • (1 : Matrix (Fin 2) (Fin 2) ℂ)
  · linear_combination (norm := module) k2 • sigmaDot p
  · linear_combination (norm := module) k2 • sigmaDot p
  · linear_combination (norm := module) k3 • (1 : Matrix (Fin 2) (Fin 2) ℂ)

/-- The columns of `U` are free Dirac spinors of energy `E`: `(c α·p + β mc²) U = E U`. -/
theorem dirac_mul_spinorMap {m c : ℝ} (hm : 0 < m) (hc : 0 < c) (p : Fin 3 → ℝ) :
    dirac m c p * spinorMap m c p = (energy m c p : ℂ) • spinorMap m c p := by
  have hE : (2 * (energy m c p : ℂ)) ≠ 0 := by
    exact_mod_cast (mul_pos two_pos (energy_spec hm hc p).1).ne'
  -- solve the projector formula for the Hamiltonian
  have h : dirac m c p = (2 * (energy m c p : ℂ)) •
      (spinorMap m c p * (spinorMap m c p)ᴴ) - (energy m c p : ℂ) • 1 := by
    rw [spinorMap_mul_adjoint hm hc, projector, smul_smul, mul_inv_cancel₀ hE, one_smul,
      add_sub_cancel_left]
  rw [h, Matrix.sub_mul, Matrix.smul_mul, Matrix.smul_mul, Matrix.mul_assoc,
    spinorMap_isometry hm hc, Matrix.mul_one, Matrix.one_mul]
  module

/-- No-pair reduction: `ψ` lies in the range of `Λ` and solves `Λ(H + V)Λψ = εψ` exactly when
`ψ = Uφ` for a two-component `φ` with `(E + U* V U)φ = εφ`. -/
theorem noPair_reduction {m c : ℝ} (hm : 0 < m) (hc : 0 < c) (p : Fin 3 → ℝ)
    (V : Matrix (Fin 2 ⊕ Fin 2) (Fin 2 ⊕ Fin 2) ℂ) (ε : ℂ) (ψ : Fin 2 ⊕ Fin 2 → ℂ) :
    (projector m c p *ᵥ ψ = ψ ∧
      (projector m c p * (dirac m c p + V) * projector m c p) *ᵥ ψ = ε • ψ) ↔
    ∃ φ : Fin 2 → ℂ, ψ = spinorMap m c p *ᵥ φ ∧ reduced m c p V *ᵥ φ = ε • φ := by
  have iso := spinorMap_isometry hm hc p
  have hL := spinorMap_mul_adjoint hm hc p
  have hred : (spinorMap m c p)ᴴ * (dirac m c p + V) * spinorMap m c p = reduced m c p V := by
    rw [Matrix.mul_add, Matrix.add_mul, Matrix.mul_assoc _ (dirac m c p),
      dirac_mul_spinorMap hm hc, Matrix.mul_smul, iso, reduced]
  -- the projected Hamiltonian factors through two components
  have hA : projector m c p * (dirac m c p + V) * projector m c p
      = spinorMap m c p * reduced m c p V * (spinorMap m c p)ᴴ := by
    rw [← hL, ← hred]
    simp only [Matrix.mul_assoc]
  rw [hA]
  constructor
  · rintro ⟨h1, h2⟩
    refine ⟨(spinorMap m c p)ᴴ *ᵥ ψ, ?_, ?_⟩
    · rw [mulVec_mulVec, hL, h1]
    · have e : (spinorMap m c p)ᴴ * (spinorMap m c p * reduced m c p V * (spinorMap m c p)ᴴ)
          = reduced m c p V * (spinorMap m c p)ᴴ := by
        rw [Matrix.mul_assoc (spinorMap m c p), ← Matrix.mul_assoc, iso, Matrix.one_mul]
      rw [mulVec_mulVec, ← e, ← mulVec_mulVec, h2, mulVec_smul]
  · rintro ⟨φ, rfl, h⟩
    constructor
    · rw [mulVec_mulVec, ← hL, Matrix.mul_assoc, iso, Matrix.mul_one]
    · rw [mulVec_mulVec, Matrix.mul_assoc, iso, Matrix.mul_one, ← mulVec_mulVec, h, mulVec_smul]

end

end NoPairReduction
```

```lean
#print axioms NoPairReduction.noPair_reduction
```

```
'NoPairReduction.noPair_reduction' depends on axioms: [propext, Classical.choice, Quot.sound]
```

## How the definitions match the physics

A momentum is a function `p : Fin 3 → ℝ`, with Cartesian components `p 0`, `p 1` and `p 2`, and `p ⬝ᵥ p` is $p^2$. A four-component spinor is indexed by `Fin 2 ⊕ Fin 2`: the first summand holds the large components and the second the small ones. The definition `dirac` therefore fixes the standard representation, with $\beta$ diagonal and $\sigma\cdot p$ in the off-diagonal blocks of $\alpha\cdot p$. In the code, `ᴴ` is the conjugate transpose, written $^*$ above, and `*ᵥ` applies a matrix to a vector.

The names `amp`, `ratio` and `spinorMap` stand for $a$, $r$ and $U$. The matrix `projector` is defined by the energy formula, without reference to $U$, so `spinorMap_mul_adjoint` equates two independently defined objects. The two-component Hamiltonian $h$ is `reduced`. Its energies, like $\varepsilon$, include the rest energy $mc^2$.

The hypotheses `hm` and `hc` say that $m$ and $c$ are positive, which keeps $E$ positive even at zero momentum. `V` need not be Hermitian, and $\varepsilon$ may be complex. The theorem `noPair_reduction` doesn't require $\psi\neq0$, but because $U$ is an isometry, nonzero $\psi$ correspond to nonzero $\varphi$, and the equivalence carries eigenvectors to eigenvectors. Its condition `projector m c p *ᵥ ψ = ψ` also excludes negative-energy vectors, which the projected operator annihilates and which would otherwise appear as solutions with $\varepsilon=0$.

The main restriction is that $V$ acts on the spinor components at one momentum. A Coulomb potential couples different momenta, and the Breit interaction couples two electrons; neither is treated here. For an electrostatic potential, which multiplies all four components alike and transfers momentum from $q$ to $p$, `spinor_overlap` supplies the spin factor of the matrix element, including the spin-dependent term $i\,\sigma\cdot(p\times q)$, but not the integral equation in which that element would appear.

## How the proof follows the calculation

`energy_spec` proves $E>0$ and $E^2=c^2p^2+M^2$. `block_weights` then establishes the three coefficients. It replaces the energy and $mc^2$ by plain letters and clears denominators with `field_simp`; the third coefficient then follows from the energy relation, through `linear_combination -hsq`.

`sigmaDot_mul` proves the Pauli product entry by entry, comparing real and imaginary parts, where the derivation above contracts indices. `sigmaDot_sq` specialises it with $p\times p=0$. `spinorMap_adjoint` uses the Hermiticity of $\sigma\cdot p$ to write $U^*$ as two blocks side by side, and `spinor_overlap` multiplies these by the stacked blocks of $U(q)$.

For `spinorMap_isometry`, the real identity $a^2(1+r^2p^2)=1$ is proved first, as `h`, then transferred to the complex numbers and inserted into the overlap at $q=p$. For `spinorMap_mul_adjoint`, `fromBlocks_inj` splits the matrix equation into four block equations. The first coefficient settles the large-large block, the second both off-diagonal blocks, and the third the small-small block.

`dirac_mul_spinorMap` solves the projector formula for $H$ and applies the isometry, as above. In `noPair_reduction`, `hred` is the identity $U^*(H+V)U=h$ and `hA` is the factorisation $\Lambda(H+V)\Lambda=UhU^*$. The two branches after `constructor` are the two directions of the equivalence: the first supplies $\varphi=U^*\psi$, and the second substitutes $\psi=U\varphi$ and cancels $U^*U$.

## The electron at rest, and the negative-energy partner

At $p=0$ the energy is $mc^2$ and $a=1$, so $U$ consists of the identity above a zero block, and $\Lambda=(1+\beta)/2$ selects the large components. The reduced equation becomes $(mc^2+V_{LL})\varphi=\varepsilon\varphi$, where $V_{LL}$ is the large-large block of $V$.

The same three coefficients also handle the negative energies. By hand, take

$$W=a\begin{pmatrix}-r\,\sigma\cdot p\\ 1\end{pmatrix}.$$

Then $W^*W=a^2(r^2p^2+1)=1$, and

$$WW^*=\frac1{2E}\begin{pmatrix}E-M&-c\,\sigma\cdot p\\ -c\,\sigma\cdot p&E+M\end{pmatrix}=\frac{E-H}{2E}=1-\Lambda .$$

Solving for $H$ as before gives $HW=-EW$. Moreover $U^*W=a^2(-r\,\sigma\cdot p+r\,\sigma\cdot p)=0$, so $U$ and $W$ side by side form a unitary $4\times4$ matrix $T$, and $T^*HT=E\beta$ is diagonal. The map $\psi\mapsto T^*\psi$ is the free-particle Foldy–Wouthuysen transformation.
